# The area of a lattice-plane cell from the crystal metric and Miller indices

To turn the excess energy of a slab calculation into a surface energy, one divides by the area of the exposed faces. In electronic-structure work the formula below supplies the area of one face per smallest surface cell, provided that the surface is an ideal, unreconstructed lattice plane.

Let $a_0,a_1,a_2$ be the vectors of a primitive cell of a crystal and $G_{ij}=a_i\cdot a_j$ their metric. The problem is to find the squared area of the cell spanned by two vectors that generate all lattice vectors in a given plane, without choosing those vectors.

```lean
import Mathlib

open Matrix

namespace LatticePlaneCell
```

Here $h=(h_0,h_1,h_2)$ is the whole Miller triple, usually written $(hkl)$. `Primitive` refers to these indices, not to a unit cell.

```lean
/-- Miller indices are primitive when their greatest common divisor is 1. -/
def Primitive (h : Fin 3 → ℤ) : Prop :=
  Int.gcd (Int.gcd (h 0) (h 1)) (h 2) = 1
```

Lattice vectors are integer coordinate triples. `Generates h u v` says that $u,v$ lie in the plane $h\cdot x=0$ and that their integer combinations give every integer solution. Any basis of the solutions qualifies.

```lean
/-- The lattice vectors `u`, `v` lie in the plane `h · x = 0`, and every lattice vector of
that plane is an integer combination of them. -/
def Generates (h u v : Fin 3 → ℤ) : Prop :=
  h ⬝ᵥ u = 0 ∧ h ⬝ᵥ v = 0 ∧
    ∀ x : Fin 3 → ℤ, h ⬝ᵥ x = 0 → ∃ a b : ℤ, x = a • u + b • v
```

The next definition reads integer coordinates as real ones.

```lean
/-- An integer triple read as a triple of real coordinates. -/
def toReal (u : Fin 3 → ℤ) : Fin 3 → ℝ := fun i => (u i : ℝ)
```

The squared area is the Gram determinant, $A^2(u,v)=(u^TGu)(v^TGv)-(u^TGv)^2$.

```lean
/-- The Gram determinant of `u` and `v` in the metric `G`: for a positive definite metric, the
squared area of the parallelogram that they span. -/
def cellAreaSq (G : Matrix (Fin 3) (Fin 3) ℝ) (u v : Fin 3 → ℝ) : ℝ :=
  (u ⬝ᵥ G *ᵥ u) * (v ⬝ᵥ G *ᵥ v) - (u ⬝ᵥ G *ᵥ v) ^ 2
```

Integer triples represent all the lattice vectors of a crystal only if $a_0,a_1,a_2$ generate its whole lattice. With a centred conventional cell the area can come out wrong: for the (110) plane of a body-centred cubic lattice it is twice that of the smallest cell. Converting the metric and indices to a primitive basis, and rescaling the indices to coprime integers, avoids this.

The lattice could also have been modelled by vectors $a_i$ in Euclidean space. Positive definiteness of $G$ would then follow from their linear independence, and the Gram determinant would have to be identified with a geometric area.

## (a) Bézout coefficients of the indices

**Task.** For primitive $h$, find an integer triple $w$ with $h\cdot w=1$.

**Solution.** Write $\gcd(h_0,h_1)=h_0a+h_1b$. Since the gcd of this number and $h_2$ is 1, there are integers $c,d$ with
$$1=(h_0a+h_1b)c+h_2d.$$
Take $w=(ac,bc,d)$. Lean applies Mathlib's two-number Bézout identity twice.

```lean
/-- Primitive Miller indices have Bézout coefficients. -/
private theorem bezout {h : Fin 3 → ℤ} (hp : Primitive h) :
    ∃ w : Fin 3 → ℤ, h 0 * w 0 + h 1 * w 1 + h 2 * w 2 = 1 := by
  unfold Primitive at hp
  obtain ⟨a, b, e1⟩ : ∃ a b : ℤ, (Int.gcd (h 0) (h 1) : ℤ) = h 0 * a + h 1 * b :=
    ⟨_, _, Int.gcd_eq_gcd_ab _ _⟩
  obtain ⟨c, d, e2⟩ : ∃ c d : ℤ, (Int.gcd (Int.gcd (h 0) (h 1)) (h 2) : ℤ)
      = (Int.gcd (h 0) (h 1) : ℤ) * c + h 2 * d := ⟨_, _, Int.gcd_eq_gcd_ab _ _⟩
  rw [hp, Nat.cast_one, e1] at e2
  refine ⟨![a * c, b * c, d], ?_⟩
  show h 0 * (a * c) + h 1 * (b * c) + h 2 * d = 1
  linear_combination -e2
```

## (b) The Gram determinant as a cross-product form

**Task.** For symmetric $G$ and real $u,v$, show that
$$A^2(u,v)=(u\times v)^T\operatorname{adj}(G)\,(u\times v),$$
where $\times$ acts on coordinates.

**Solution.** Put $n=u\times v$. By symmetry $u^TGv=v^TGu$, so Lagrange's identity gives $A^2=n\cdot(Gu\times Gv)$. With $g_i$ the columns of $G$,
$$Gu\times Gv=n_0\,g_1\times g_2+n_1\,g_2\times g_0+n_2\,g_0\times g_1.$$
These three cross products are the rows of $\operatorname{adj}(G)$, so the sum is $\operatorname{adj}(G)^Tn=\operatorname{adj}(G)\,n$.

Lean instead expands both sides in entries, identifies $G_{ji}$ with $G_{ij}$, and lets `ring` compare the polynomials.

```lean
/-- For a symmetric metric, the Gram determinant of two vectors is the quadratic form of the
adjugate metric evaluated on their coordinate cross product. -/
theorem cellAreaSq_eq_cross {G : Matrix (Fin 3) (Fin 3) ℝ} (hG : G.IsSymm)
    (u v : Fin 3 → ℝ) :
    cellAreaSq G u v = (u ⨯₃ v) ⬝ᵥ G.adjugate *ᵥ (u ⨯₃ v) := by
  have h10 : G 1 0 = G 0 1 := hG.apply 0 1
  have h20 : G 2 0 = G 0 2 := hG.apply 0 2
  have h21 : G 2 1 = G 1 2 := hG.apply 1 2
  rw [Matrix.adjugate_fin_three]
  simp [cellAreaSq, dotProduct, Matrix.mulVec, Fin.sum_univ_three, cross_apply, h10, h20, h21]
  ring
```

## (c) Cross products within the plane

**Task.** For primitive $h$ and integer $u,v$ with $h\cdot u=h\cdot v=0$, show that $u\times v=c\,h$ for an integer $c$.

**Solution.** Again let $n=u\times v$. Then $h\times n=u(h\cdot v)-v(h\cdot u)=0$. With $w$ from (a),
$$0=w\times(h\times n)=h(w\cdot n)-n(w\cdot h)=h(w\cdot n)-n.$$
So $c=w\cdot n$, an integer. The three `linear_combination` calls are the components of this argument.

```lean
/-- The cross product of two lattice vectors in a plane with primitive indices `h` is an
integer multiple of `h`. -/
theorem cross_eq_smul {h u v : Fin 3 → ℤ} (hp : Primitive h)
    (hu : h ⬝ᵥ u = 0) (hv : h ⬝ᵥ v = 0) : ∃ c : ℤ, u ⨯₃ v = c • h := by
  obtain ⟨w, hw⟩ := bezout hp
  simp only [dotProduct, Fin.sum_univ_three] at hu hv
  -- the multiple is the triple product of u, v and the Bézout vector w
  obtain ⟨c, hc⟩ : ∃ c : ℤ, c = w 0 * (u 1 * v 2 - u 2 * v 1)
      + w 1 * (u 2 * v 0 - u 0 * v 2) + w 2 * (u 0 * v 1 - u 1 * v 0) := ⟨_, rfl⟩
  refine ⟨c, ?_⟩
  rw [cross_apply]
  ext i
  fin_cases i
  · show u 1 * v 2 - u 2 * v 1 = c * h 0
    linear_combination -(h 0) * hc - (u 1 * v 2 - u 2 * v 1) * hw
      - w 1 * (u 2 * hv - v 2 * hu) + w 2 * (u 1 * hv - v 1 * hu)
  · show u 2 * v 0 - u 0 * v 2 = c * h 1
    linear_combination -(h 1) * hc - (u 2 * v 0 - u 0 * v 2) * hw
      + w 0 * (u 2 * hv - v 2 * hu) - w 2 * (u 0 * hv - v 0 * hu)
  · show u 0 * v 1 - u 1 * v 0 = c * h 2
    linear_combination -(h 2) * hc - (u 0 * v 1 - u 1 * v 0) * hw
      - w 0 * (u 1 * hv - v 1 * hu) + w 1 * (u 0 * hv - v 0 * hu)
```

## (d) Generators fix the multiple up to sign

**Task.** If $h$ is primitive and $u,v$ generate the plane, show that $u\times v=\pm h$.

**Solution.** Let $u\times v=c\,h$ as in (c), and let $w$ be the triple from (a). Take $x=au+bv$ and $y=a'u+b'v$ in the plane, with $x\times y=t\,h$. Then
$$t\,h=(ab'-ba')\,c\,h,$$
and the dot product with $w$ gives $c\mid t$; this is `key`. Now let
$$p=(0,h_2,-h_1),\quad q=(-h_2,0,h_0),\quad r=(h_1,-h_0,0).$$
All three lie in the plane, and
$$q\times r=h_0h,\qquad r\times p=h_1h,\qquad p\times q=h_2h.$$
Hence $c$ divides every index, so it divides $h\cdot w=1$, and $c=\pm1$.

```lean
/-- Lattice vectors that generate the lattice plane with primitive indices `h` have cross
product `h` or `-h`. -/
theorem cross_of_generates {h u v : Fin 3 → ℤ} (hp : Primitive h) (hb : Generates h u v) :
    u ⨯₃ v = h ∨ u ⨯₃ v = -h := by
  obtain ⟨w, hw⟩ := bezout hp
  obtain ⟨hu, hv, hgen⟩ := hb
  obtain ⟨c, hc⟩ := cross_eq_smul hp hu hv
  -- the multiple c divides the multiple of any other pair in the plane
  have key : ∀ (x y : Fin 3 → ℤ) (t : ℤ), h ⬝ᵥ x = 0 → h ⬝ᵥ y = 0 →
      x ⨯₃ y = t • h → c ∣ t := by
    intro x y t hx hy e
    obtain ⟨a, b, rfl⟩ := hgen x hx
    obtain ⟨a', b', rfl⟩ := hgen y hy
    have e' : (a * b' - b * a') • (c • h) = t • h := by
      rw [← hc, ← e]
      ext i
      fin_cases i <;> simp [cross_apply] <;> ring
    have ej : ∀ i, (a * b' - b * a') * (c * h i) = t * h i := fun i => congrFun e' i
    refine ⟨a * b' - b * a', ?_⟩
    linear_combination (c * (a * b' - b * a') - t) * hw
      - w 0 * ej 0 - w 1 * ej 1 - w 2 * ej 2
  have d0 : c ∣ h 0 := key ![-h 2, 0, h 0] ![h 1, -h 0, 0] (h 0)
    (by simp [dotProduct, Fin.sum_univ_three]; ring)
    (by simp [dotProduct, Fin.sum_univ_three]; ring)
    (by ext i; fin_cases i <;> simp [cross_apply]; ring)
  have d1 : c ∣ h 1 := key ![h 1, -h 0, 0] ![0, h 2, -h 1] (h 1)
    (by simp [dotProduct, Fin.sum_univ_three]; ring)
    (by simp [dotProduct, Fin.sum_univ_three]; ring)
    (by ext i; fin_cases i <;> simp [cross_apply]; ring)
  have d2 : c ∣ h 2 := key ![0, h 2, -h 1] ![-h 2, 0, h 0] (h 2)
    (by simp [dotProduct, Fin.sum_univ_three]; ring)
    (by simp [dotProduct, Fin.sum_univ_three]; ring)
    (by ext i; fin_cases i <;> simp [cross_apply]; all_goals ring)
  -- a common divisor of primitive indices is a unit
  have hd : c ∣ 1 := by
    rw [← hw]
    exact dvd_add (dvd_add (d0.mul_right _) (d1.mul_right _)) (d2.mul_right _)
  rcases Int.isUnit_iff.1 (isUnit_of_dvd_one hd) with h1 | h1
  · left; rw [hc, h1, one_smul]
  · right; rw [hc, h1, neg_smul, one_smul]
```

## (e) The area for any integer multiple

**Task.** For positive definite $G$ and integer vectors with $u\times v=c\,h$, show that
$$A^2(u,v)=c^2\det G\;h^TG^{-1}h.$$

**Solution.** Positive definiteness means that $G$ is symmetric and that every nonzero displacement has positive squared length. Such a $G$ is invertible, so $\operatorname{adj}(G)\,G=\det G\,I$ gives $\operatorname{adj}(G)=\det G\,G^{-1}$. Insert this and $u\times v=c\,h$ into (b). In Lean, `hcast` moves the cross product from integers to reals and `hadj` is the adjugate formula.

```lean
/-- In a positive definite metric, lattice vectors with cross product `c h` span a cell of
squared area `c²` times `det G · hᵀ G⁻¹ h`. -/
theorem cellAreaSq_of_cross {G : Matrix (Fin 3) (Fin 3) ℝ} (hG : G.PosDef)
    {h u v : Fin 3 → ℤ} {c : ℤ} (hc : u ⨯₃ v = c • h) :
    cellAreaSq G (toReal u) (toReal v)
      = (c : ℝ) ^ 2 * (G.det * (toReal h ⬝ᵥ G⁻¹ *ᵥ toReal h)) := by
  have hs : G.IsSymm := Matrix.IsSymm.ext fun i j => by
    simpa using hG.isHermitian.apply i j
  have hcast : toReal u ⨯₃ toReal v = toReal (u ⨯₃ v) := by
    ext i
    fin_cases i <;> simp [cross_apply, toReal]
  have hr : toReal u ⨯₃ toReal v = (c : ℝ) • toReal h := by
    rw [hcast, hc]
    ext i
    simp [toReal]
  -- the adjugate metric is det G times the reciprocal metric
  have hadj : G.adjugate = G.det • G⁻¹ := by
    calc G.adjugate = G.adjugate * (G * G⁻¹) := by
          rw [Matrix.mul_nonsing_inv G hG.det_pos.ne'.isUnit, mul_one]
      _ = G.det • G⁻¹ := by
          rw [← mul_assoc, Matrix.adjugate_mul, Matrix.smul_mul, one_mul]
  rw [cellAreaSq_eq_cross hs, hr, hadj]
  simp only [dotProduct, Matrix.mulVec, Fin.sum_univ_three, Matrix.smul_apply,
    Pi.smul_apply, smul_eq_mul]
  ring
```

## (f) The area of the generating cell

**Task.** For positive definite $G$, primitive $h$ and generators $u,v$ of its plane, show that
$$A^2(u,v)=\det G\;h^TG^{-1}h.$$

**Solution.** By (d), $c=\pm1$, so $c^2=1$ in (e). Lean treats the two signs separately. Here $\det G$ is the squared cell volume, and $G^{-1}$ is the reciprocal metric without factors of $2\pi$.

```lean
/-- In a positive definite metric `G`, lattice vectors that generate the lattice plane with
primitive indices `h` span a cell of squared area `det G · hᵀ G⁻¹ h`. -/
theorem cellAreaSq_eq {G : Matrix (Fin 3) (Fin 3) ℝ} (hG : G.PosDef)
    {h u v : Fin 3 → ℤ} (hp : Primitive h) (hb : Generates h u v) :
    cellAreaSq G (toReal u) (toReal v) = G.det * (toReal h ⬝ᵥ G⁻¹ *ᵥ toReal h) := by
  rcases cross_of_generates hp hb with e | e
  · have := cellAreaSq_of_cross hG (c := 1) (h := h) (by rw [e, one_smul])
    simpa using this
  · have := cellAreaSq_of_cross hG (c := -1) (h := h) (by rw [e, neg_smul, one_smul])
    simpa using this
```

## (g) Generators of the (111) plane

**Task.** Show that $(1,1,1)$ is primitive and that $(1,-1,0)$ and $(0,1,-1)$ generate its plane.

**Solution.** The gcd is 1, and both vectors have coordinate sum zero. If $x_0+x_1+x_2=0$, then
$$x=x_0(1,-1,0)+(x_0+x_1)(0,1,-1).$$
Lean supplies these two coefficients and checks the coordinates with `omega`.

```lean
/-- The indices (1, 1, 1) are primitive, and the lattice vectors (1, -1, 0) and (0, 1, -1)
generate their lattice plane. -/
theorem generates_witness :
    Primitive ![1, 1, 1] ∧ Generates ![1, 1, 1] ![1, -1, 0] ![0, 1, -1] := by
  refine ⟨by simp [Primitive], by simp [dotProduct, Fin.sum_univ_three],
    by simp [dotProduct, Fin.sum_univ_three], fun x hx => ⟨x 0, x 0 + x 1, ?_⟩⟩
  simp only [dotProduct, Fin.sum_univ_three] at hx
  have hx' : (1 : ℤ) * x 0 + 1 * x 1 + 1 * x 2 = 0 := hx
  ext i
  fin_cases i <;> simp
  all_goals omega

end LatticePlaneCell
```

```lean
#print axioms LatticePlaneCell.cellAreaSq_eq
```

```
'LatticePlaneCell.cellAreaSq_eq' depends on axioms: [propext, Classical.choice, Quot.sound]
```
